# The second-order quadrupolar shift from the spin commutation relations

A nucleus with half-integer spin and a quadrupole moment sits in a strong magnetic field. To first order, the quadrupole coupling shifts a level with magnetic quantum number \(m\) by an amount that depends on \(m^2\), so the central transition between \(m=1/2\) and \(m=-1/2\) stays where the field put it. What moves it at second order, and how does the answer depend on the spin?

Write \(Z=I_z\), \(P=I_+\), \(M=I_-\), with \(\hbar=1\), and \([A,B]=AB-BA\). The Hamiltonian is \(\omega Z+V_0+V\), where \(\omega Z\) is the Zeeman term, with spacing \(\omega\) between neighbouring levels, \(V_0\) is the secular part of the quadrupole coupling, which commutes with \(Z\), and the non-secular part is

\[
V=a(ZP+PZ)+b(ZM+MZ)+cP^2+dM^2 .
\]

The complex numbers \(a,b,c,d\) carry the field gradient, its orientation, the quadrupole moment and a normalisation factor that itself depends on the spin; below they are treated as free parameters. The second-order term needs two commutators, \([ZP+PZ,\,ZM+MZ]\) and \([P^2,M^2]\). The resulting shift bears on magnetic resonance spectra of quadrupolar nuclei, for a single static spin with the expansion cut at second order.

```lean
import Mathlib

noncomputable section

namespace SecondOrderQuadrupole
```

## A ring, and nothing more

The two commutators need only addition, subtraction and associative multiplication. `R` is therefore an arbitrary ring: no matrices, finite dimension, adjoint or division by integers. `comm` is the commutator.

```lean
/-- The commutator `[A, B] = AB - BA`. -/
def comm {R : Type*} [Ring R] (A B : R) : R := A * B - B * A
```

## The three commutation relations

`IsSpin Z P M` collects the commutation relations that spin operators obey. The field `zp`, \([Z,P]=P\), says that \(P\) raises \(m\) by one; `zm`, \([Z,M]=-M\), says that \(M\) lowers it by one; `pm`, \([P,M]=2Z\), ties the ladder operators back to \(Z\) and fixes the product of their normalisations.

```lean
/-- The commutation relations of the spin operators `Z = I_z`, `P = I_+`, `M = I_-`. -/
structure IsSpin {R : Type*} [Ring R] (Z P M : R) : Prop where
  zp : comm Z P = P
  zm : comm Z M = -M
  pm : comm P M = 2 * Z
```

The total spin squared is a definition, not a further assumption:

\[
X=Z^2+Z+MP .
\]

```lean
/-- The total spin squared, `I² = I_z² + I_z + I_- I_+`. -/
def casimir {R : Type*} [Ring R] (Z P M : R) : R := Z ^ 2 + Z + M * P
```

By hand, the relations serve as reordering rules:

\[
PZ=ZP-P,\qquad MZ=ZM+M,\qquad PM=MP+2Z .
\]

`reorder` proves exactly these, one from each field of `IsSpin`.

```lean
section Commutators

variable {R : Type*} [Ring R] {Z P M : R}

/-- Reordering rules that move `I_z` to the left of the ladder operators, and `I_-` to the left
of `I_+`. -/
theorem reorder (h : IsSpin Z P M) :
    P * Z = Z * P - P ∧ M * Z = Z * M + M ∧ P * M = M * P + (Z + Z) := by
  have h1 : Z * P - P * Z = P := h.zp
  have h2 : Z * M - M * Z = -M := h.zm
  have h3 : P * M - M * P = 2 * Z := h.pm
  refine ⟨?_, ?_, ?_⟩
  · exact eq_sub_of_add_eq' (sub_eq_iff_eq_add.mp h1).symm
  · rw [sub_eq_iff_eq_add] at h2
    rw [h2]
    abel
  · rw [sub_eq_iff_eq_add] at h3
    rw [h3, two_mul, add_comm]
```

For the double-quantum commutator, exchange one pair of ladder operators at a time:

\[
P^2M^2-M^2P^2=P[P,M]M+PM[P,M]+[P,M]MP+M[P,M]P .
\]

Now `pm` turns each inner commutator into \(2Z\), and the other rules move \(Z\) to the left: \(PZM=(Z-1)PM\), \(PMZ=Z\,PM\), \(MZP=(Z+1)MP\). With \(N=MP\) and \(PM=N+2Z\),

\[
\begin{aligned}
[P^2,M^2]&=2\big[(2Z-1)(N+2Z)+(2Z+1)N\big]\\
&=4Z(2N+2Z-1)=4Z(2X-2Z^2-1).
\end{aligned}
\]

In the proof, `t` is the exchange identity, and `a1`, `a2`, `a3` are the three moves of \(Z\). After `generalize M * P = N`, every \(Z\) already stands to the left of \(N\), and `noncomm_ring` compares the two sides.

```lean
/-- The commutator of the double-quantum operators `I_+²` and `I_-²`. -/
theorem double_quantum_commutator (h : IsSpin Z P M) :
    comm (P ^ 2) (M ^ 2) = 4 * Z * (2 * casimir Z P M - 2 * Z ^ 2 - 1) := by
  obtain ⟨pz, mz, pm⟩ := reorder h
  have c : P * M - M * P = Z + Z := by rw [pm]; abel
  have a1 : P * Z * M = Z * (P * M) - P * M := by rw [pz, sub_mul, mul_assoc]
  have a2 : P * M * Z = Z * (P * M) := by
    rw [mul_assoc, mz, mul_add, ← mul_assoc, a1, sub_add_cancel]
  have a3 : M * Z * P = Z * (M * P) + M * P := by rw [mz, add_mul, mul_assoc]
  -- exchange one pair of ladder operators at a time
  have t : P ^ 2 * M ^ 2 - M ^ 2 * P ^ 2 = P * (P * M - M * P) * M
      + P * M * (P * M - M * P) + (P * M - M * P) * (M * P) + M * (P * M - M * P) * P := by
    noncomm_ring
  unfold comm casimir
  rw [t, c]
  simp only [mul_add P Z Z, mul_add M Z Z, mul_add (P * M) Z Z, add_mul, a1, a2, a3]
  rw [pm]
  generalize M * P = N
  noncomm_ring
```

For the single-quantum commutator, first write \(ZP+PZ=(2Z-1)P\) and \(ZM+MZ=(2Z+1)M\). The ladder operators pass the linear factors by \(P(2Z+1)=(2Z-1)P\) and \(M(2Z-1)=(2Z+1)M\). Hence

\[
\begin{aligned}
[ZP+PZ,\,ZM+MZ]&=(2Z-1)^2PM-(2Z+1)^2MP\\
&=(2Z-1)^2(N+2Z)-(2Z+1)^2N\\
&=-8ZN+2Z(2Z-1)^2\\
&=-2Z(4X-8Z^2-1).
\end{aligned}
\]

The facts `a1` and `a2` are the factorisations, `b1` and `b2` the exchange rules, and `e1` and `e2` the two ordered products.

An easy mistake here is to replace \(ZP+PZ\) by \(2ZP\), as if the order did not matter. Spin 1/2 exposes it: there \(ZP+PZ=0\), as it must be for a spin without a quadrupole coupling, while \(2ZP=P\).

```lean
/-- The commutator of the single-quantum operators `I_z I_± + I_± I_z`. -/
theorem single_quantum_commutator (h : IsSpin Z P M) :
    comm (Z * P + P * Z) (Z * M + M * Z)
      = -2 * Z * (4 * casimir Z P M - 8 * Z ^ 2 - 1) := by
  obtain ⟨pz, mz, pm⟩ := reorder h
  have a1 : Z * P + P * Z = (Z + Z - 1) * P := by
    rw [pz, sub_mul, add_mul, one_mul]; abel
  have a2 : Z * M + M * Z = (Z + Z + 1) * M := by
    rw [mz, add_mul, add_mul, one_mul]; abel
  -- exchange relations for the linear factors
  have b1 : P * (Z + Z + 1) = (Z + Z - 1) * P := by
    rw [mul_add, mul_add, mul_one, pz, sub_mul, add_mul, one_mul]; abel
  have b2 : M * (Z + Z - 1) = (Z + Z + 1) * M := by
    rw [mul_sub, mul_add, mul_one, mz, add_mul, add_mul, one_mul]; abel
  have e1 : (Z + Z - 1) * P * ((Z + Z + 1) * M)
      = (Z + Z - 1) * ((Z + Z - 1) * (P * M)) := by
    rw [mul_assoc, ← mul_assoc P, b1, mul_assoc (Z + Z - 1) P M]
  have e2 : (Z + Z + 1) * M * ((Z + Z - 1) * P)
      = (Z + Z + 1) * ((Z + Z + 1) * (M * P)) := by
    rw [mul_assoc, ← mul_assoc M, b2, mul_assoc (Z + Z + 1) M P]
  unfold comm casimir
  rw [a1, a2, e1, e2, pm]
  generalize M * P = N
  noncomm_ring
```

The relations also give the coherence orders. Since \([Z,\cdot]\) obeys the product rule,

\[
\begin{aligned}
[Z,ZP+PZ]&=ZP+PZ, & [Z,P^2]&=2P^2,\\
[Z,ZM+MZ]&=-(ZM+MZ), & [Z,M^2]&=-2M^2 .
\end{aligned}
\]

In the proof, `s` and `d` are the product rule for the two kinds of operator. This step uses `zp` and `zm` but not `pm`.

```lean
/-- The commutators of `I_z` with the single- and double-quantum operators. -/
theorem coherence_orders (h : IsSpin Z P M) :
    comm Z (Z * P + P * Z) = Z * P + P * Z ∧ comm Z (Z * M + M * Z) = -(Z * M + M * Z) ∧
    comm Z (P ^ 2) = P ^ 2 + P ^ 2 ∧ comm Z (M ^ 2) = -(M ^ 2 + M ^ 2) := by
  have h1 : Z * P - P * Z = P := h.zp
  have h2 : Z * M - M * Z = -M := h.zm
  have s : ∀ A : R, comm Z (Z * A + A * Z) = Z * (Z * A - A * Z) + (Z * A - A * Z) * Z := by
    intro A; unfold comm; noncomm_ring
  have d : ∀ A : R, comm Z (A ^ 2) = (Z * A - A * Z) * A + A * (Z * A - A * Z) := by
    intro A; unfold comm; noncomm_ring
  refine ⟨?_, ?_, ?_, ?_⟩
  · rw [s, h1]
  · rw [s, h2, mul_neg, neg_mul, neg_add]
  · rw [d, h1, pow_two]
  · rw [d, h2, mul_neg, neg_mul, neg_add, pow_two]

end Commutators
```

Each relation matters for both closed forms, as small examples worked by hand show.

- **Without `pm`:** take the numbers \(Z=1\), \(P=M=0\). Both commutators vanish, but \(X=2\), and the right-hand sides are 4 and 2.
- **Without `zp`:** take spin 1 and replace \(P\) by \(P+M\). The other two relations survive and neither commutator changes, but \(X\) gains \(M^2\), so the right-hand sides change by \(8ZM^2\) and \(-8ZM^2\), which are not zero.
- **Without `zm`:** replace \(M\) by \(M+P\) instead. The same happens with \(P^2\) in place of \(M^2\).

## Complex scalars and a nonzero field

From here `R` is also an algebra over \(\mathbb C\), because the coupling has complex coefficients and the perturbation expansion divides by \(\omega\) and by 2. Scalars come out of commutators:

```lean
variable {R : Type*} [Ring R] [Algebra ℂ R]

/-- Scalar factors can be taken out of a commutator. -/
theorem comm_smul_smul (a b : ℂ) (A B : R) : comm (a • A) (b • B) = (a * b) • comm A B := by
  unfold comm
  rw [smul_mul_smul_comm, smul_mul_smul_comm, mul_comm b a, smul_sub]
```

The hypothesis `hω : ω ≠ 0` says that there is a Zeeman field. By hand, it permits the generator

\[
S=\frac1\omega\Big(a(ZP+PZ)-b(ZM+MZ)+\frac c2P^2-\frac d2M^2\Big).
\]

Each component is divided by its coherence order, so the coherence orders above give \([S,\omega Z]=-V\). In \(e^{S}(\omega Z+V_0+V)e^{-S}\) the non-secular coupling therefore cancels at first order, which is the statement of `first_order_generator`. The proof uses `hω` to cancel \(\omega^{-1}\omega\), and `module` collects the coefficients. At \(\omega=0\), Lean's convention \(0^{-1}=0\) makes \(S=0\), and the claim would become \(V=0\).

```lean
/-- In a Zeeman field `ω I_z`, the commutator with this generator cancels the non-secular
quadrupole coupling at first order. -/
theorem first_order_generator {Z P M : R} (h : IsSpin Z P M) {ω : ℂ} (hω : ω ≠ 0)
    (a b c d : ℂ) :
    comm (ω⁻¹ • (a • (Z * P + P * Z) - b • (Z * M + M * Z)
        + (c / 2) • P ^ 2 - (d / 2) • M ^ 2)) (ω • Z)
      + (a • (Z * P + P * Z) + b • (Z * M + M * Z) + c • P ^ 2 + d • M ^ 2) = 0 := by
  obtain ⟨o1, o2, o3, o4⟩ := coherence_orders h
  have l : ∀ A B C D : R, comm (a • A - b • B + (c / 2) • C - (d / 2) • D) Z
      = -(a • comm Z A - b • comm Z B + (c / 2) • comm Z C - (d / 2) • comm Z D) := by
    intro A B C D
    simp only [comm, add_mul, sub_mul, mul_add, mul_sub, smul_mul_assoc, mul_smul_comm, smul_sub]
    abel
  rw [comm_smul_smul, inv_mul_cancel₀ hω, one_smul, l, o1, o2, o3, o4]
  generalize Z * P + P * Z = A
  generalize Z * M + M * Z = B
  module
```

The second-order part of the transformed Hamiltonian is

\[
[S,V_0+V]+\tfrac12[S,[S,\omega Z]]=[S,V_0]+\tfrac12[S,V].
\]

Let \(V_k\) be the component of \(V\) of order \(k\). Because \(V_0\) has order zero, \([S,V_0]\) has no part of order zero. The part of \(\tfrac12[S,V]\) that commutes with \(Z\) comes from pairs of opposite order:

\[
H^{(2)}=\frac1\omega\Big([V_1,V_{-1}]+\frac12[V_2,V_{-2}]\Big).
\]

The remaining second-order terms can be removed by a second generator. In Lean, this formula is the definition `secondOrder`, with `W₁` and `W₂` for \(V_{-1}\) and \(V_{-2}\); its derivation from the exponential transformation is the argument just given and has not been formalised.

```lean
/-- The second-order Hamiltonian `([V₁, W₁] + [V₂, W₂] / 2) / ω` of coupling components `V₁`, `W₁`
of order `1`, `-1` and `V₂`, `W₂` of order `2`, `-2`. -/
def secondOrder (ω : ℂ) (V₁ W₁ V₂ W₂ : R) : R :=
  ω⁻¹ • (comm V₁ W₁ + (1 / 2 : ℂ) • comm V₂ W₂)
```

Inserting the four components and the two commutators gives

\[
H^{(2)}=\frac1\omega\Big(-2ab\,Z(4X-8Z^2-1)+2cd\,Z(2X-2Z^2-1)\Big).
\]

```lean
/-- The second-order quadrupolar Hamiltonian is a polynomial in `I_z` and `I²`. -/
theorem quadrupole_second_order {Z P M : R} (h : IsSpin Z P M) (ω a b c d : ℂ) :
    secondOrder ω (a • (Z * P + P * Z)) (b • (Z * M + M * Z)) (c • P ^ 2) (d • M ^ 2)
      = ω⁻¹ • ((a * b) • (-2 * Z * (4 * casimir Z P M - 8 * Z ^ 2 - 1))
        + (1 / 2 * (c * d)) • (4 * Z * (2 * casimir Z P M - 2 * Z ^ 2 - 1))) := by
  unfold secondOrder
  rw [comm_smul_smul, comm_smul_smul, single_quantum_commutator h,
    double_quantum_commutator h, smul_smul]
```

This theorem does not assume `hω`, since it only rewrites what stands behind the common factor \(\omega^{-1}\). Nor does any theorem assume that \(\omega\) is large compared with the coupling. The algebra does not need it, but the use of \(H^{(2)}\) as an approximation does.

Nothing requires \(H^{(2)}\) to be Hermitian either. For a physical coupling one takes real \(\omega\), \(M=P^\dagger\), \(b=\bar a\) and \(d=\bar c\), so that \(ab=|a|^2\) and \(cd=|c|^2\).

## A joint eigenvector

A level has definite \(m\) and definite total spin. These are the hypotheses `hz`, \(Zv=mv\), and `hx`, \(Xv=xv\). Replacing \(Z\) by \(m\) and \(X\) by \(x\) in \(H^{(2)}\) gives the shift

\[
E^{(2)}(m)=\frac{2cd\,m(2x-2m^2-1)-2ab\,m(4x-8m^2-1)}{\omega}.
\]

```lean
/-- The second-order shift of a level with `I_z = m` and `I² = x`. -/
def levelShift (ω a b c d x m : ℂ) : ℂ :=
  ω⁻¹ * (2 * c * d * m * (2 * x - 2 * m ^ 2 - 1) - 2 * a * b * m * (4 * x - 8 * m ^ 2 - 1))
```

In `secondOrder_apply` the operators are linear maps on a complex vector space `E`, of any dimension. The proof rewrites the operator as the polynomial, turns the numerals 2, 4 and 8 into multiples of the identity, applies `hz` and `hx`, and lets `module` compare coefficients of \(v\).

```lean
/-- On a joint eigenvector of `I_z` and `I²`, the second-order quadrupolar Hamiltonian acts as
the number `levelShift`. -/
theorem secondOrder_apply {E : Type*} [AddCommGroup E] [Module ℂ E] {Z P M : Module.End ℂ E}
    (h : IsSpin Z P M) (ω a b c d : ℂ) {x m : ℂ} {v : E} (hz : Z v = m • v)
    (hx : casimir Z P M v = x • v) :
    secondOrder ω (a • (Z * P + P * Z)) (b • (Z * M + M * Z)) (c • P ^ 2) (d • M ^ 2) v
      = levelShift ω a b c d x m • v := by
  have n2 : (2 : Module.End ℂ E) = (2 : ℂ) • 1 := by
    rw [Algebra.smul_def, map_ofNat, mul_one]
  have n4 : (4 : Module.End ℂ E) = (4 : ℂ) • 1 := by
    rw [Algebra.smul_def, map_ofNat, mul_one]
  have n8 : (8 : Module.End ℂ E) = (8 : ℂ) • 1 := by
    rw [Algebra.smul_def, map_ofNat, mul_one]
  rw [quadrupole_second_order h, n2, n4, n8]
  simp only [levelShift, LinearMap.smul_apply, LinearMap.add_apply, LinearMap.sub_apply,
    LinearMap.neg_apply, Module.End.mul_apply, Module.End.one_apply, pow_two, hz, hx,
    map_smul, map_sub]
  module
```

Without `hz`, the operator need not act as a number. For spin 1 the shift is \(2(ab+cd)/\omega\) at \(m=1\) and zero at \(m=0\), so a superposition of these two states is in general not an eigenvector. Without `hx`, the same can happen to a superposition of states with equal \(m\) but different total spin. Within a single spin multiplet `hx` holds automatically.

## The value \(x=s(s+1)\)

For a spin \(s\), the eigenvalue of \(X\) is \(s(s+1)\). At \(m=1/2\) the two brackets are \(2x-3/2\) and \(4x-3\), both multiples of \(x-3/4\), so

\[
E^{(2)}(\tfrac12)=\frac{2(x-\tfrac34)(cd-2ab)}{\omega}.
\]

The shift is odd in \(m\), and the difference between the two levels is twice this:

\[
E^{(2)}(\tfrac12)-E^{(2)}(-\tfrac12)=\frac4\omega\Big(s(s+1)-\frac34\Big)(cd-2ab).
\]

It vanishes for \(s=1/2\), as it should. The factor \(s(s+1)-3/4\) is the dependence on the spin at fixed \(a,b,c,d\). Written in terms of the conventional quadrupole moment, each coefficient contains \(1/(s(2s-1))\) for \(s>1/2\), so at fixed moment and field gradient the shift carries the further factor \(1/(s(2s-1))^2\). For a physical coupling the factor \(cd-2ab\) is \(|c|^2-2|a|^2\), so the direction of the shift depends on the orientation of the field gradient.

```lean
/-- The difference of `levelShift` at `m = 1/2` and `m = -1/2`, with `x = s(s+1)` for a complex
number `s`, equals `4 ω⁻¹ (s(s+1) - 3/4) (cd - 2ab)`. -/
theorem central_transition_shift (ω a b c d s : ℂ) :
    levelShift ω a b c d (s * (s + 1)) (1 / 2) - levelShift ω a b c d (s * (s + 1)) (-1 / 2)
      = 4 * ω⁻¹ * (s * (s + 1) - 3 / 4) * (c * d - 2 * a * b) := by
  unfold levelShift
  ring
```

The theorem is an identity between numbers, proved by `ring`, and `s` may be any complex number. It describes a transition only when states with \(m=\pm1/2\) exist, that is, for half-integer spin. With another value of \(x\), the factor \(s(s+1)-3/4\) becomes \(x-3/4\).

The same evaluation at \(m=\pm3/2\) gives the triple-quantum transition. For spin 3/2, where \(x=15/4\), its second-order shift is \(12(cd+2ab)/\omega\), against \(12(cd-2ab)/\omega\) for the central transition.

## Matrices that satisfy the relations

The last theorem exhibits a spin 1, so `IsSpin` can be met by nonzero operators. The basis is \(|1\rangle,\ \sqrt2\,|0\rangle,\ |{-1}\rangle\), which keeps the entries whole numbers. In the normalised basis the nonzero entries of \(I_\pm\) are all \(\sqrt2\), and \(I_-\) is the adjoint of \(I_+\). The proof checks the three relations entry by entry. Being of integer spin, this example has no central transition.

```lean
/-- Spin-1 matrices, in a basis of unnormalised states, satisfy the spin relations. -/
theorem isSpin_witness : IsSpin (R := Matrix (Fin 3) (Fin 3) ℂ)
    !![1, 0, 0; 0, 0, 0; 0, 0, -1]
    !![0, 2, 0; 0, 0, 1; 0, 0, 0]
    !![0, 0, 0; 1, 0, 0; 0, 2, 0] := by
  refine ⟨?_, ?_, Eq.trans ?_ (two_mul _).symm⟩
  all_goals
    unfold comm
    ext i j
    fin_cases i <;> fin_cases j <;>
      simp <;> norm_num

end SecondOrderQuadrupole
```

```lean
#print axioms SecondOrderQuadrupole.first_order_generator
#print axioms SecondOrderQuadrupole.quadrupole_second_order
#print axioms SecondOrderQuadrupole.secondOrder_apply
#print axioms SecondOrderQuadrupole.central_transition_shift
```

```
'SecondOrderQuadrupole.first_order_generator' depends on axioms: [propext, Classical.choice, Quot.sound]
'SecondOrderQuadrupole.quadrupole_second_order' depends on axioms: [propext, Classical.choice, Quot.sound]
'SecondOrderQuadrupole.secondOrder_apply' depends on axioms: [propext, Classical.choice, Quot.sound]
'SecondOrderQuadrupole.central_transition_shift' depends on axioms: [propext, Classical.choice, Quot.sound]
```
